# At a positive overlap threshold, the column mixings that preserve every retained space are exactly the unitary ones

Discarding small overlap eigenvalues gives the same space after any unitary mixing of the expansion functions, but rescaling the functions can change it. Let the columns of a complex matrix B be many-electron functions expanded in an orthonormal basis, and keep the span of all Bu with BᴴBu = su and s > τ. Halving one column of the 2 by 2 identity already loses a dimension at τ = 1/2. Can this be made rigorous and machine-checked, including whether any non-unitary mixing is always harmless?

## For τ > 0, unitary mixings are safe for every B, and no others are

Write R(B) for the retained space. An eigenvector u of unit length gives ‖Bu‖² = s, so s ≤ τ marks a combination Bu, with a coefficient vector of unit length, whose squared norm is at most τ. Near linear dependence can produce such a combination, but so can a single function of small norm.

**Unitary U.** The overlap matrix of BU is UᴴBᴴBU. If w is an eigenvector of it with eigenvalue s, multiplying by U gives

BᴴB(Uw) = s(Uw), and (BU)w = B(Uw).

Conversely, an eigenvector u of BᴴB gives the eigenvector Uᴴu of the new overlap, and BU(Uᴴu) = Bu. The spanning vectors are the same, so R(BU) = R(B).

**The converse, for τ > 0.** Suppose a square T satisfies R(BT) = R(B) for every B. First, R(B) is also spanned by the v with BBᴴv = sv and s > τ. If BᴴBu = su, then BBᴴ(Bu) = s(Bu). In the other direction, u = s⁻¹Bᴴv satisfies BᴴBu = Bᴴv = su and Bu = v.

For a single row b, BBᴴ is the number ‖b‖², so R(b) ≠ 0 exactly when ‖b‖² > τ. Put p = ‖b‖² and q = ‖bT‖². Invariance for the row √t b, with t ≥ 0, says

τ < tq ⇔ τ < tp.

If p ≠ q, choose t = 2τ/(p + q). Then tp and tq average to τ, so exactly one exceeds it, a contradiction. Hence p = q, and A = TTᴴ − 1 satisfies bAbᴴ = 0 for every row b. Inserting b = x + y and b = x + iy gives

xAyᴴ + yAxᴴ = 0
i yAxᴴ − i xAyᴴ = 0

so xAyᴴ = 0. Unit rows x and y pick out each entry of A, so TTᴴ = 1.

**The rescaling.** With D = diag(1, 1/2), the overlap is diag(1, 1/4). Numbering components from 0, an eigenvector with s > 1/2 obeys (1/4)u₁ = su₁, so u₁ = 0 and only the first axis remains. For the identity both axes have s = 1 and are kept. Normalising the halved column (0, 1/2) to (0, 1) restores the lost direction.

In Lean 4 with Mathlib:

```lean
import Mathlib

open Matrix

namespace ThresholdTruncation

noncomputable section

variable {m n : Type*} [Fintype m] [Fintype n]

/-- The retained space: the span of all `B u` with `u` an eigenvector of the overlap matrix
`Bᴴ B` whose eigenvalue exceeds the threshold `τ`. -/
def retained (B : Matrix m n ℂ) (τ : ℝ) : Submodule ℂ (m → ℂ) :=
  Submodule.span ℂ {v | ∃ (u : n → ℂ) (s : ℝ),
    τ < s ∧ (Bᴴ * B) *ᵥ u = (s : ℂ) • u ∧ v = B *ᵥ u}

/-- The squared norm of the only row of a one-row matrix. -/
def rowNormSq (B : Matrix (Fin 1) n ℂ) : ℝ := ∑ j, ‖B 0 j‖ ^ 2

/-- The diagonal rescaling that halves the second of two columns. -/
def halveSecond : Matrix (Fin 2) (Fin 2) ℂ := Matrix.diagonal ![1, 1 / 2]

/-- A unitary mixing of the columns leaves the retained space unchanged. -/
theorem retained_mul_unitary [DecidableEq n] (B : Matrix m n ℂ) (τ : ℝ)
    {U : Matrix n n ℂ} (hU : U ∈ Matrix.unitaryGroup n ℂ) :
    retained (B * U) τ = retained B τ := by
  have hU1 : U * Uᴴ = 1 := Matrix.mem_unitaryGroup_iff.1 hU
  unfold retained
  congr 1
  ext v
  constructor
  · -- an eigenvector `w` of the new overlap gives the eigenvector `U w` of the old one
    rintro ⟨w, s, hs, hw, rfl⟩
    refine ⟨U *ᵥ w, s, hs, ?_, by rw [Matrix.mulVec_mulVec]⟩
    have e : Bᴴ * B * U = U * ((B * U)ᴴ * (B * U)) := by
      rw [Matrix.conjTranspose_mul]
      calc Bᴴ * B * U = (U * Uᴴ) * (Bᴴ * B * U) := by rw [hU1, Matrix.one_mul]
        _ = U * (Uᴴ * Bᴴ * (B * U)) := by simp only [Matrix.mul_assoc]
    rw [Matrix.mulVec_mulVec, e, ← Matrix.mulVec_mulVec, hw, Matrix.mulVec_smul]
  · -- conversely `u` is carried back to `Uᴴ u`
    rintro ⟨u, s, hs, hu, rfl⟩
    have e1 : B * U * Uᴴ = B := by rw [Matrix.mul_assoc, hU1, Matrix.mul_one]
    refine ⟨Uᴴ *ᵥ u, s, hs, ?_, by rw [Matrix.mulVec_mulVec, e1]⟩
    have e2 : (B * U)ᴴ * (B * U) * Uᴴ = Uᴴ * (Bᴴ * B) := by
      rw [Matrix.mul_assoc, e1, Matrix.conjTranspose_mul, Matrix.mul_assoc]
    rw [Matrix.mulVec_mulVec, e2, ← Matrix.mulVec_mulVec, hu, Matrix.mulVec_smul]

/-- For a nonnegative threshold the retained space is the span of the eigenvectors of `B Bᴴ`
with eigenvalue above the threshold. -/
theorem retained_eq_span_eigenvectors (B : Matrix m n ℂ) {τ : ℝ} (hτ : 0 ≤ τ) :
    retained B τ = Submodule.span ℂ
      {v | ∃ s : ℝ, τ < s ∧ (B * Bᴴ) *ᵥ v = (s : ℂ) • v} := by
  unfold retained
  congr 1
  ext v
  constructor
  · rintro ⟨u, s, hs, hu, rfl⟩
    refine ⟨s, hs, ?_⟩
    rw [Matrix.mulVec_mulVec, Matrix.mul_assoc, ← Matrix.mulVec_mulVec, hu,
      Matrix.mulVec_smul]
  · -- the preimage of `v` is `s⁻¹ Bᴴ v`
    rintro ⟨s, hs, hv⟩
    have hs0 : (s : ℂ) ≠ 0 := Complex.ofReal_ne_zero.2 (lt_of_le_of_lt hτ hs).ne'
    refine ⟨(s : ℂ)⁻¹ • (Bᴴ *ᵥ v), s, hs, ?_, ?_⟩
    · rw [Matrix.mulVec_smul, Matrix.mulVec_mulVec, Matrix.mul_assoc,
        ← Matrix.mulVec_mulVec, hv, Matrix.mulVec_smul, smul_comm]
    · rw [Matrix.mulVec_smul, Matrix.mulVec_mulVec, hv, smul_smul, inv_mul_cancel₀ hs0,
        one_smul]

/-- For a one-row matrix, the single entry of `B Bᴴ` is the squared norm of the row. -/
theorem row_gram (B : Matrix (Fin 1) n ℂ) : (B * Bᴴ) 0 0 = (rowNormSq B : ℂ) := by
  rw [rowNormSq, Matrix.mul_apply, Complex.ofReal_sum]
  refine Finset.sum_congr rfl fun j _ => ?_
  rw [Matrix.conjTranspose_apply, ← Complex.normSq_eq_norm_sq]
  exact Complex.mul_conj _

/-- For a one-row matrix and a nonnegative threshold, something is retained exactly when the
squared norm of the row exceeds the threshold. -/
theorem retained_row_ne_bot_iff (B : Matrix (Fin 1) n ℂ) {τ : ℝ} (hτ : 0 ≤ τ) :
    retained B τ ≠ ⊥ ↔ τ < rowNormSq B := by
  have hv : ∀ v : Fin 1 → ℂ, (B * Bᴴ) *ᵥ v = (rowNormSq B : ℂ) • v := by
    intro v
    ext i
    rw [Subsingleton.elim i 0]
    have h : ((B * Bᴴ) *ᵥ v) 0 = (B * Bᴴ) 0 0 * v 0 := by
      simp only [Matrix.mulVec, dotProduct, Fin.sum_univ_one]
    rw [h, row_gram]
    rfl
  rw [retained_eq_span_eigenvectors B hτ, Ne, Submodule.span_eq_bot]
  constructor
  · intro h
    by_contra hle
    refine h ?_
    rintro v ⟨s, hs, hsv⟩
    rw [hv v] at hsv
    have hne : (rowNormSq B : ℂ) - s ≠ 0 := by
      rw [sub_ne_zero]
      intro h'
      have := Complex.ofReal_injective h'
      linarith
    have h0 : ((rowNormSq B : ℂ) - s) • v = 0 := by rw [sub_smul, hsv, sub_self]
    exact (smul_eq_zero.1 h0).resolve_left hne
  · intro h hall
    have h1 := hall (fun _ => (1 : ℂ)) ⟨rowNormSq B, h, hv _⟩
    exact one_ne_zero (congrFun h1 0)

/-- A complex square matrix whose quadratic form vanishes on every row vector is zero. -/
theorem eq_zero_of_quadratic_form (A : Matrix n n ℂ)
    (hA : ∀ B : Matrix (Fin 1) n ℂ, B * A * Bᴴ = 0) : A = 0 := by
  classical
  have key : ∀ a b : ℂ, a + b = 0 → Complex.I * a + -Complex.I * b = 0 → b = 0 := by
    intro a b h1 h2
    linear_combination (1 / 2) * h1 + (Complex.I / 2) * h2 - ((a - b) / 2) * Complex.I_sq
  -- polarisation with the rows `X + Y` and `X + i Y`
  have pol : ∀ X Y : Matrix (Fin 1) n ℂ, (X * A * Yᴴ) 0 0 = 0 := by
    intro X Y
    have h1 := hA (X + Y)
    have h2 := hA (X + Complex.I • Y)
    have hI : star Complex.I = -Complex.I := Complex.conj_I
    simp only [Matrix.conjTranspose_add, Matrix.conjTranspose_smul, Matrix.add_mul,
      Matrix.mul_add, Matrix.smul_mul, Matrix.mul_smul, hA X, hA Y, smul_zero, add_zero,
      zero_add, hI] at h1 h2
    have e1 := congrArg (fun M : Matrix (Fin 1) (Fin 1) ℂ => M 0 0) h1
    have e2 := congrArg (fun M : Matrix (Fin 1) (Fin 1) ℂ => M 0 0) h2
    simp only [Matrix.add_apply, Matrix.smul_apply, Matrix.zero_apply, smul_eq_mul] at e1 e2
    exact key ((Y * A * Xᴴ) 0 0) _ (by linear_combination e1) (by linear_combination e2)
  ext i j
  have h := pol (Matrix.of fun _ k => if k = i then 1 else 0)
    (Matrix.of fun _ k => if k = j then 1 else 0)
  simpa [Matrix.mul_apply, apply_ite (⇑(starRingEnd ℂ))] using h

/-- At a fixed positive threshold, a mixing `T` of the columns preserves the retained space of
every matrix `B` if and only if `T` is unitary. -/
theorem retained_invariant_iff_unitary [DecidableEq n] {τ : ℝ} (hτ : 0 < τ)
    (T : Matrix n n ℂ) :
    (∀ (k : ℕ) (B : Matrix (Fin k) n ℂ), retained (B * T) τ = retained B τ) ↔
      T ∈ Matrix.unitaryGroup n ℂ := by
  refine ⟨fun h => ?_, fun hT k B => retained_mul_unitary B τ hT⟩
  have hsc : ∀ (c : ℝ) (B : Matrix (Fin 1) n ℂ),
      rowNormSq ((c : ℂ) • B) = c ^ 2 * rowNormSq B := by
    intro c B
    simp [rowNormSq, mul_pow, Finset.mul_sum]
  -- rescaling a row compares its norm before and after mixing
  have hnorm : ∀ B : Matrix (Fin 1) n ℂ, rowNormSq (B * T) = rowNormSq B := by
    intro B
    have hq : 0 ≤ rowNormSq (B * T) := Finset.sum_nonneg fun _ _ => sq_nonneg _
    have hp : 0 ≤ rowNormSq B := Finset.sum_nonneg fun _ _ => sq_nonneg _
    have ht : ∀ t : ℝ, 0 ≤ t → (τ < t * rowNormSq (B * T) ↔ τ < t * rowNormSq B) := by
      intro t ht0
      have e := h 1 (((√t : ℝ) : ℂ) • B)
      have e1 := retained_row_ne_bot_iff ((((√t : ℝ) : ℂ) • B) * T) hτ.le
      rw [e, retained_row_ne_bot_iff _ hτ.le, Matrix.smul_mul, hsc, hsc,
        Real.sq_sqrt ht0] at e1
      exact e1.symm
    generalize rowNormSq (B * T) = q at *
    generalize rowNormSq B = p at *
    by_contra hne
    rcases lt_or_gt_of_ne hne with hlt | hlt
    · have hs : 0 < q + p := by linarith
      have h2 := (ht (2 * τ / (q + p)) (by positivity)).2 (by
        rw [div_mul_eq_mul_div, lt_div_iff₀ hs]
        nlinarith [mul_pos hτ (sub_pos.2 hlt)])
      rw [div_mul_eq_mul_div, lt_div_iff₀ hs] at h2
      nlinarith [mul_pos hτ (sub_pos.2 hlt)]
    · have hs : 0 < q + p := by linarith
      have h2 := (ht (2 * τ / (q + p)) (by positivity)).1 (by
        rw [div_mul_eq_mul_div, lt_div_iff₀ hs]
        nlinarith [mul_pos hτ (sub_pos.2 hlt)])
      rw [div_mul_eq_mul_div, lt_div_iff₀ hs] at h2
      nlinarith [mul_pos hτ (sub_pos.2 hlt)]
  -- equal norms for all rows force `T Tᴴ = 1`
  have hz : T * Tᴴ - 1 = 0 := by
    refine eq_zero_of_quadratic_form _ fun B => ?_
    have e : B * (T * Tᴴ - 1) * Bᴴ = (B * T) * (B * T)ᴴ - B * Bᴴ := by
      rw [Matrix.conjTranspose_mul]
      simp only [Matrix.mul_sub, Matrix.sub_mul, Matrix.mul_one, Matrix.mul_assoc]
    rw [e]
    ext i j
    rw [Subsingleton.elim i 0, Subsingleton.elim j 0, Matrix.sub_apply, row_gram, row_gram,
      hnorm, sub_self]
    rfl
  exact Matrix.mem_unitaryGroup_iff.2 (sub_eq_zero.1 hz)

/-- After the second column of the 2 by 2 identity is halved, the space retained at threshold
1/2 is the first coordinate axis. -/
theorem retained_halveSecond :
    retained ((1 : Matrix (Fin 2) (Fin 2) ℂ) * halveSecond) (1 / 2) =
      Submodule.span ℂ {![1, 0]} := by
  have hS : halveSecondᴴ * halveSecond = Matrix.diagonal ![1, 1 / 4] := by
    rw [halveSecond, Matrix.diagonal_conjTranspose, Matrix.diagonal_mul_diagonal]
    congr 1
    ext i
    fin_cases i <;> simp
    norm_num
  rw [Matrix.one_mul]
  apply le_antisymm
  · refine Submodule.span_le.2 ?_
    rintro v ⟨u, s, hs, hu, rfl⟩
    rw [hS] at hu
    have h1 : (1 / 4 : ℂ) * u 1 = s * u 1 := by
      have h := congrFun hu 1
      rw [Matrix.mulVec_diagonal] at h
      exact h
    have hne : (s : ℂ) - 1 / 4 ≠ 0 := by
      intro h'
      have h3 : (s : ℂ) = ((1 / 4 : ℝ) : ℂ) := by
        push_cast
        linear_combination h'
      have h2 : s = 1 / 4 := Complex.ofReal_injective h3
      linarith
    have hu1 : u 1 = 0 :=
      (mul_eq_zero.1 (by linear_combination -h1 :
        ((s : ℂ) - 1 / 4) * u 1 = 0)).resolve_left hne
    refine Submodule.mem_span_singleton.2 ⟨u 0, ?_⟩
    ext i
    rw [halveSecond, Matrix.mulVec_diagonal]
    fin_cases i <;> simp [hu1]
  · refine Submodule.span_le.2 (Set.singleton_subset_iff.2 (Submodule.subset_span ?_))
    refine ⟨![1, 0], 1, by norm_num, ?_, ?_⟩
    · rw [hS]
      ext i
      rw [Matrix.mulVec_diagonal]
      fin_cases i <;> simp
    · ext i
      rw [halveSecond, Matrix.mulVec_diagonal]
      fin_cases i <;> simp

/-- Halving the second column of the 2 by 2 identity is an invertible diagonal rescaling that
changes the space retained at threshold 1/2. -/
theorem rescaling_changes_retained :
    IsUnit halveSecond ∧
      retained ((1 : Matrix (Fin 2) (Fin 2) ℂ) * halveSecond) (1 / 2) ≠
        retained (1 : Matrix (Fin 2) (Fin 2) ℂ) (1 / 2) := by
  constructor
  · rw [Matrix.isUnit_iff_isUnit_det, halveSecond, Matrix.det_diagonal, Fin.prod_univ_two]
    simp
  · intro h
    -- the second axis is retained for the identity, but not after the rescaling
    have hmem : (![0, 1] : Fin 2 → ℂ) ∈ retained (1 : Matrix (Fin 2) (Fin 2) ℂ) (1 / 2) :=
      Submodule.subset_span ⟨![0, 1], 1, by norm_num, by simp, by simp⟩
    rw [← h, retained_halveSecond] at hmem
    obtain ⟨c, hc⟩ := Submodule.mem_span_singleton.1 hmem
    have h1 := congrFun hc 1
    simp at h1

end

end ThresholdTruncation
```

```lean
#print axioms ThresholdTruncation.retained_invariant_iff_unitary
#print axioms ThresholdTruncation.rescaling_changes_retained
```

```
'ThresholdTruncation.retained_invariant_iff_unitary' depends on axioms: [propext, Classical.choice, Quot.sound]
'ThresholdTruncation.rescaling_changes_retained' depends on axioms: [propext, Classical.choice, Quot.sound]
```

In `retained B τ`, the finite types `m` and `n` label the orthonormal basis and the expansion functions. The zero vector is allowed as `u`, but adds nothing to the span. `retained_mul_unitary` holds for every real τ; `retained_invariant_iff_unitary` assumes `0 < τ` and lets B have any finite number of rows. `rescaling_changes_retained` states that `halveSecond` is invertible and that the two spaces differ.

For contracted or non-orthogonal expansions in a finite orthonormal basis and exact arithmetic, the normalisation of the functions is therefore part of what an absolute cutoff means. Rounding errors and the effect on energies are not modelled.

The proofs of `retained_mul_unitary` and `retained_eq_span_eigenvectors` use `congr 1` followed by `ext v`, which reduces equality of two `Submodule.span`s to equality of their generating sets. The explicit maps between eigenvectors then suffice, without diagonalising anything. In `retained_halveSecond` the generating sets differ, so `le_antisymm` proves two inclusions instead.

`retained_row_ne_bot_iff` supplies the one-row criterion. In the main theorem, `ht` is the equivalence in t, and `nlinarith` closes the two cases p < q and q < p at the chosen t. `eq_zero_of_quadratic_form` carries out the polarisation, with `linear_combination` solving the two equations.

A mistake to avoid is to ask for the converse at one fixed B. The non-unitary diag(1, 0.9) leaves the retained space of the 2 by 2 identity at τ = 1/2 unchanged, since 0.81 still exceeds the cutoff. The quantifier over B must sit inside the left-hand side of the equivalence.
